# Gapped bands with time reversal squaring to −1 have the same even filling at every momentum

Let \(P(k)\) be the projector on the occupied bands of a non-interacting crystal at momentum \(k\), a finite matrix that depends continuously on \(k\). Let time reversal act as \(\Theta\psi=U\bar\psi\), with a fixed matrix \(U\) and the bar for entrywise complex conjugation. If \(\Theta^2=-1\), as for an electron with spin ½, and \(\Theta\) takes the occupied states at \(k\) to those at \(-k\), then \(\operatorname{tr}P(k)=2p\) with one natural number \(p\) for all \(k\). In this independent-electron picture, a time-reversal-symmetric crystal with an odd number of electrons per cell is not a band insulator.

```lean
import Mathlib

open Matrix

namespace KramersBandFilling

noncomputable section

variable {l m n K : Type*}
```

The letters `l`, `m`, `n` stand for sets of matrix indices; `n` will label the orbital and spin states in a unit cell. `K` is the space of momenta, not the conjugation operator that textbooks often call \(K\).

```lean
/-- Entrywise complex conjugation of a matrix. -/
def conj (M : Matrix m n ℂ) : Matrix m n ℂ := M.map (starRingEnd ℂ)
```

`conj M` is \(\bar M\): each entry is conjugated and nothing is transposed. Since \(\Theta^2\psi=U\overline{U\bar\psi}=U\bar U\psi\), the condition \(\Theta^2=-1\) reads \(U\bar U=-1\).

```lean
/-- Complex conjugation respects matrix products. -/
theorem conj_mul [Fintype m] (A : Matrix l m ℂ) (B : Matrix m n ℂ) :
    conj (A * B) = conj A * conj B := Matrix.map_mul
```

This is \(\overline{AB}=\bar A\,\bar B\), with the order kept, unlike for the adjoint.

```lean
/-- Conjugating a matrix twice gives it back. -/
theorem conj_conj (A : Matrix m n ℂ) : conj (conj A) = A := by
  ext i j
  simp [conj]
```

This is \(\bar{\bar A}=A\), checked entry by entry.

## Counting the occupied states

```lean
/-- An idempotent matrix `P` has a frame `B` of occupied states and a dual frame `C`,
with `B C = P` and `C B = 1`. -/
theorem exists_frame [Fintype n] [DecidableEq n] (P : Matrix n n ℂ) (hP : P * P = P) :
    ∃ (r : ℕ) (B : Matrix n (Fin r) ℂ) (C : Matrix (Fin r) n ℂ), B * C = P ∧ C * B = 1 := by
  let f := Matrix.toLin' P
  have hf : ∀ v, f (f v) = f v := by
    intro v
    simp only [f, Matrix.toLin'_apply, Matrix.mulVec_mulVec, hP]
  -- a basis of the occupied space, the range of `P`
  let b := Module.finBasis ℂ (LinearMap.range f)
  let e := Pi.basisFun ℂ n
  refine ⟨_, LinearMap.toMatrix b e (LinearMap.range f).subtype,
    LinearMap.toMatrix e b f.rangeRestrict, ?_, ?_⟩
  · have h : (LinearMap.range f).subtype ∘ₗ f.rangeRestrict = f := LinearMap.ext fun _ => rfl
    rw [← LinearMap.toMatrix_comp e b e, h, LinearMap.toMatrix_eq_toMatrix',
      LinearMap.toMatrix'_toLin']
  · have h : f.rangeRestrict ∘ₗ (LinearMap.range f).subtype = LinearMap.id := by
      apply LinearMap.ext
      rintro ⟨_, v, rfl⟩
      exact Subtype.ext (hf v)
    rw [← LinearMap.toMatrix_comp b e b, h, LinearMap.toMatrix_id]
```

If \(P^2=P\), there are matrices \(B\) and \(C\) with \(BC=P\) and \(CB=1_r\). By hand, take a basis of the range of \(P\) as the columns of \(B\), and let \(C\) send a vector \(v\) to the coordinates of \(Pv\) in that basis. Then \(BCv=Pv\). A vector in the range has the form \(w=Pv\), so \(Pw=w\), which gives \(CB=1_r\). For a Hermitian \(P\) and an orthonormal basis, \(C=B^\dagger\).

The Lean proof does the same with linear maps: `f` is \(v\mapsto Pv\), `b` is the basis of its range, and `hf` is \(P^2=P\) applied to vectors. The trace now counts occupied states:
\[
\operatorname{tr}P=\operatorname{tr}(BC)=\operatorname{tr}(CB)=r .
\]

```lean
/-- If conjugation followed by the `r × r` matrix `A` squares to `-1`, that is, if
`A * conj A = -1`, then `r` is even. -/
theorem even_of_mul_conj {r : ℕ} (A : Matrix (Fin r) (Fin r) ℂ) (hA : A * conj A = -1) :
    Even r := by
  have hd : (conj A).det = starRingEnd ℂ A.det := (RingHom.map_det (starRingEnd ℂ) A).symm
  have h := congrArg Matrix.det hA
  rw [Matrix.det_mul, hd, Complex.mul_conj, Matrix.det_neg, Matrix.det_one, mul_one,
    Fintype.card_fin] at h
  by_contra hr
  -- for odd dimension the squared modulus of `det A` would be `-1`
  rw [(Nat.not_even_iff_odd.mp hr).neg_one_pow] at h
  have h' := congrArg Complex.re h
  rw [Complex.ofReal_re, Complex.neg_re, Complex.one_re] at h'
  linarith [Complex.normSq_nonneg A.det]
```

Let \(A\) be an \(r\times r\) matrix with \(A\bar A=-1\). Taking determinants gives
\[
|\det A|^2=\det A\;\overline{\det A}=\det(-1_r)=(-1)^r .
\]
The left side is not negative, so \(r\) is even. In Lean, `by_contra` supposes that \(r\) is odd, and `linarith` finds the contradiction between \(|\det A|^2=-1\) and \(|\det A|^2\ge 0\).

```lean
/-- An idempotent `P` that commutes with a time reversal squaring to `-1` has an even
natural number as its trace. -/
theorem trace_even [Fintype n] [DecidableEq n] (P U : Matrix n n ℂ) (hP : P * P = P)
    (hU : U * conj U = -1) (hUP : U * conj P = P * U) : ∃ p : ℕ, P.trace = 2 * p := by
  obtain ⟨r, B, C, hBC, hCB⟩ := exists_frame P hP
  -- time reversal compressed to the occupied states still squares to `-1`
  have hA : (C * U * conj B) * conj (C * U * conj B) = -1 := by
    calc (C * U * conj B) * conj (C * U * conj B)
        = C * (U * conj P) * conj U * B := by
          rw [← hBC]
          simp only [conj_mul, conj_conj, Matrix.mul_assoc]
      _ = C * P * (U * conj U) * B := by
          rw [hUP]
          simp only [Matrix.mul_assoc]
      _ = -((C * B) * (C * B)) := by
          rw [hU, ← hBC]
          simp only [Matrix.mul_neg, Matrix.neg_mul, Matrix.mul_one, Matrix.mul_assoc]
      _ = -1 := by rw [hCB, Matrix.mul_one]
  obtain ⟨p, hp⟩ := even_of_mul_conj _ hA
  refine ⟨p, ?_⟩
  rw [← hBC, Matrix.trace_mul_comm, hCB, Matrix.trace_one, Fintype.card_fin, hp]
  push_cast
  ring
```

Here \(P\) is a single projector with \(U\bar P=PU\), so \(\Theta\) maps its range into itself. In the basis \(B\), time reversal has the matrix \(A=CU\bar B\), and
\[
A\bar A=CU\bar B\,\bar C\,\bar U B=C(U\bar P)\bar U B=CP(U\bar U)B=-CPB=-(CB)(CB)=-1 .
\]
The `calc` block contains these steps. The previous theorem makes \(r\) even, hence \(\operatorname{tr}P=r=2p\). This is the counting side of Kramers degeneracy: the number of occupied states is even, but no energies appear and no individual pairs are constructed.

## From zero momentum to all momenta

```lean
/-- The filling of a continuous family of idempotents is the same at all points of a
connected momentum space. -/
theorem trace_constant [Fintype n] [DecidableEq n] [TopologicalSpace K] [PreconnectedSpace K]
    (P : K → Matrix n n ℂ) (hc : Continuous P) (hP : ∀ k, P k * P k = P k) (k q : K) :
    (P k).trace = (P q).trace := by
  have hN : ∀ k, ∃ r : ℕ, (P k).trace = r := by
    intro k
    obtain ⟨r, B, C, hBC, hCB⟩ := exists_frame (P k) (hP k)
    exact ⟨r, by rw [← hBC, Matrix.trace_mul_comm, hCB, Matrix.trace_one, Fintype.card_fin]⟩
  choose N hN using hN
  -- a continuous function with natural-number values cannot jump
  have hcN : Continuous N := by
    rw [Nat.isClosedEmbedding_coe_real.isEmbedding.continuous_iff]
    have h : (Nat.cast ∘ N : K → ℝ) = fun k => (P k).trace.re := by
      funext k
      change (N k : ℝ) = (P k).trace.re
      rw [hN k, Complex.natCast_re]
    rw [h]
    exact Complex.continuous_re.comp hc.matrix_trace
  rw [hN k, hN q, PreconnectedSpace.constant inferInstance hcN (x := k) (y := q)]
```

Time reversal plays no part here. Each \(\operatorname{tr}P(k)\) is a natural number \(N(k)\), by the frame above. It is also a sum of continuous diagonal entries, so it is continuous. A continuous function with natural-number values on a connected space is constant.

In Lean, `choose` turns the separate numbers into a function `N`. Its continuity is obtained from the real part of the trace, and `PreconnectedSpace.constant` concludes.

```lean
/-- **Even filling of spinful bands.** On a connected momentum space, a continuous family of
band projectors with a time reversal that squares to `-1` and maps `k` to `-k` has one and
the same even filling `2 p` at every `k`. -/
theorem even_filling [Fintype n] [DecidableEq n] [AddGroup K] [TopologicalSpace K]
    [PreconnectedSpace K] (P : K → Matrix n n ℂ) (U : Matrix n n ℂ) (hc : Continuous P)
    (hP : ∀ k, P k * P k = P k) (hU : U * conj U = -1)
    (hT : ∀ k, U * conj (P k) = P (-k) * U) : ∃ p : ℕ, ∀ k, (P k).trace = 2 * p := by
  -- the momentum `0` is its own time-reversed partner
  obtain ⟨p, hp⟩ := trace_even (P 0) U (hP 0) hU (by simpa using hT 0)
  exact ⟨p, fun k => (trace_constant P hc hP k 0).trans hp⟩
```

This is the main theorem. Its hypotheses read as follows:

- `AddGroup K` supplies \(0\) and \(-k\), and `PreconnectedSpace K` says that momentum space is in one piece. A line, \(\mathbb R^d\) and a Brillouin torus all qualify.
- `hc` is continuity of \(P(k)\), and `hP` is \(P(k)^2=P(k)\).
- `hU` is \(U\bar U=-1\), and `hT` is \(U\overline{P(k)}=P(-k)U\).

Neither Hermiticity of \(P(k)\) nor unitarity of \(U\) is required, so the usual physical case is included. The conclusion `∃ p : ℕ, ∀ k` puts \(p\) before \(k\): one number serves all momenta.

By hand, set \(k=0\). Since \(-0=0\), `hT` becomes \(U\overline{P(0)}=P(0)U\), and `trace_even` gives \(\operatorname{tr}P(0)=2p\). Then `trace_constant` carries this value to every \(k\).

The theorem starts from the projector, and the steps from a Hamiltonian to `hc` and `hT` are left to band theory. A continuous Hermitian \(H(k)\) with a gap above a fixed number of lowest, occupied bands has a continuous projector. If also \(U\overline{H(k)}=H(-k)U\) with a unitary \(U\), then \(\Theta\) takes states at \(k\) to states of the same energy at \(-k\), so it takes the lowest bands to the lowest bands, which gives `hT`.

Continuity at every \(k\neq0\) would not be enough. Take \(H(k)=-k\sigma_z\) on the real line, with \(\sigma_z\) the Pauli matrix, \(U=\begin{pmatrix}0&1\\-1&0\end{pmatrix}\), and the states of negative energy occupied. Then \(P(k)\) is \(\operatorname{diag}(1,0)\) for \(k>0\), \(\operatorname{diag}(0,1)\) for \(k<0\) and zero at \(k=0\). The other hypotheses hold, but the filling is 1 at every \(k\neq0\). The gap closes at \(k=0\), and there \(P(k)\) jumps.

## A dimerised chain without and with spin

```lean
/-- The projector on one band of a dimerised chain with two sites per cell and hopping only
between cells. -/
def chain (k : ℝ) : Matrix (Fin 2) (Fin 2) ℂ :=
  !![1 / 2, Complex.exp (-(k * Complex.I)) / 2; Complex.exp (k * Complex.I) / 2, 1 / 2]
```

With the lattice constant set to 1, this is
\[
P_0(k)=\frac12\begin{pmatrix}1&e^{-ik}\\e^{ik}&1\end{pmatrix},
\]
the projector on one flat band of the chain.

```lean
/-- The chain projector is a continuous family of idempotents with the odd filling `1`, and plain
conjugation takes the projector at `k` to the one at `-k`. -/
theorem spinless_odd_filling : Continuous chain ∧ (∀ k, chain k * chain k = chain k) ∧
    (∀ k, conj (chain k) = chain (-k)) ∧ ∀ k, (chain k).trace = 1 := by
  refine ⟨?_, fun k => ?_, fun k => ?_, fun k => ?_⟩
  · refine continuous_matrix fun i j => ?_
    fin_cases i <;> fin_cases j <;> simp [chain] <;> fun_prop
  · have h : Complex.exp (-(k * Complex.I)) * Complex.exp (k * Complex.I) = 1 := by
      rw [← Complex.exp_add, neg_add_cancel, Complex.exp_zero]
    rw [chain, Matrix.mul_fin_two]
    congr 1
    ext i j
    fin_cases i <;> fin_cases j <;> simp
    · linear_combination h / 4
    · ring
    · ring
    · linear_combination h / 4
  · have h2 : starRingEnd ℂ 2 = 2 := Complex.ext (by simp) (by simp)
    ext i j
    fin_cases i <;> fin_cases j <;> simp [conj, chain, ← Complex.exp_conj, h2]
  · rw [chain, Matrix.trace_fin_two_of]
    norm_num
```

Because \(e^{-ik}e^{ik}=1\), squaring \(P_0(k)\) returns it. Conjugation changes \(k\) to \(-k\), and the trace is \(\tfrac12+\tfrac12=1\). So \(U=1\) is a time reversal with \(U\bar U=+1\), and the filling is odd: the theorem fails if the sign \(-1\) is replaced by \(+1\). In the proof, `fin_cases` runs through the matrix entries.

```lean
/-- The spin part of time reversal, which exchanges spin up and spin down with a sign. -/
def spinFlip : Matrix (Fin 2 ⊕ Fin 2) (Fin 2 ⊕ Fin 2) ℂ := fromBlocks 0 1 (-1) 0
```

The index set `Fin 2 ⊕ Fin 2` lists the two sites for spin up, then the two for spin down. In these blocks,
\[
S=\begin{pmatrix}0&1\\-1&0\end{pmatrix}.
\]

```lean
/-- Two copies of the chain projector, one for each spin. -/
def spinChain (k : ℝ) : Matrix (Fin 2 ⊕ Fin 2) (Fin 2 ⊕ Fin 2) ℂ :=
  fromBlocks (chain k) 0 0 (chain k)
```

Each spin has its own copy of the band: \(P(k)=\operatorname{diag}(P_0(k),P_0(k))\).

```lean
/-- The chain with spin is a continuous family of Hermitian projectors, symmetric under a
unitary time reversal that squares to `-1`, with filling `2`. -/
theorem even_filling_witness : Continuous spinChain ∧ (∀ k, (spinChain k).IsHermitian) ∧
    (∀ k, spinChain k * spinChain k = spinChain k) ∧ spinFlip * spinFlipᴴ = 1 ∧
    spinFlip * conj spinFlip = -1 ∧
    (∀ k, spinFlip * conj (spinChain k) = spinChain (-k) * spinFlip) ∧
    ∀ k, (spinChain k).trace = 2 := by
  obtain ⟨hc, hP, hT, htr⟩ := spinless_odd_filling
  have hflip : conj spinFlip = spinFlip := by
    ext i j
    rcases i with i | i <;> rcases j with j | j <;> fin_cases i <;> fin_cases j <;>
      simp [conj, spinFlip]
  have hconj : ∀ k, conj (spinChain k) = spinChain (-k) := by
    intro k
    rw [spinChain, spinChain, ← hT k]
    ext i j
    rcases i with i | i <;> rcases j with j | j <;> simp [conj]
  refine ⟨?_, fun k => ?_, fun k => ?_, ?_, ?_, fun k => ?_, fun k => ?_⟩
  · exact hc.matrix_fromBlocks continuous_const continuous_const hc
  · have h : (chain k).IsHermitian := by
      ext i j
      fin_cases i <;> fin_cases j <;> simp [chain, ← Complex.exp_conj]
    exact h.fromBlocks (by simp) h
  · simp [spinChain, fromBlocks_multiply, hP]
  · simp [spinFlip, fromBlocks_conjTranspose, fromBlocks_multiply]
  · rw [hflip, ← fromBlocks_one, fromBlocks_neg]
    simp [spinFlip, fromBlocks_multiply]
  · rw [hconj]
    simp [spinFlip, spinChain, fromBlocks_multiply]
  · have h := htr k
    simp only [Matrix.trace, Matrix.diag_apply, Fintype.sum_sum_type, spinChain,
      fromBlocks_apply₁₁, fromBlocks_apply₂₂] at h ⊢
    rw [h]
    norm_num

end

end KramersBandFilling
```

This model meets every hypothesis of `even_filling`, and it also has a Hermitian \(P(k)\) and a unitary \(S\) (`ᴴ` is the adjoint). Since \(S\) is real, \(S\bar S=S^2=-1\). Since both spin blocks are equal, \(S\overline{P(k)}=SP(-k)=P(-k)S\). The trace is \(1+1=2\), so \(p=1\). The Lean proof checks that \(P_0\) is Hermitian entry by entry, takes its other properties from `spinless_odd_filling`, and multiplies the blocks.

```lean
#print axioms KramersBandFilling.even_filling
```

```
'KramersBandFilling.even_filling' depends on axioms: [propext, Classical.choice, Quot.sound]
```
